# The sign of a fermionic Wick contraction from its chord crossings

## Points, slots and chords

Take a string of $2n$ fermionic operators $A_0A_1\cdots A_{2n-1}$. A full contraction pairs them up, and each pair is drawn as a chord between two positions on a line. To write the contraction as a product of two-point functions, one lists the positions pair by pair:

$$s(0),s(1)\;\big|\;s(2),s(3)\;\big|\;\cdots\;\big|\;s(2n-2),s(2n-1).$$

Here $s$ is a permutation of $\{0,\dots,2n-1\}$, and $s(j)$ is the original position of the operator placed in slot $j$. Bringing the operators into this order, with a factor $-1$ for each exchange of neighbours, produces $\operatorname{sgn}(s)$.

In Lean, positions and slots both have the type `Fin (n * 2)`, and `s` is a `Perm` of that type. The number of chords $n$ is any natural number.

```lean
import Mathlib

open Finset Equiv

namespace WickCrossingRule

variable {n : ℕ}
```

Chord $k$, with $0\le k<n$, occupies the slots $2k$ and $2k+1$. Its endpoints are therefore $s(2k)$ and $s(2k+1)$. The first slot is `slotL k`:

```lean
/-- The first slot of chord `k` in the list of contracted operators. -/
def slotL (k : Fin n) : Fin (n * 2) := ⟨2 * k.val, by omega⟩
```

The second is `slotR k`:

```lean
/-- The second slot of chord `k` in the list of contracted operators. -/
def slotR (k : Fin n) : Fin (n * 2) := ⟨2 * k.val + 1, by omega⟩
```

Two chords $\{a,b\}$ and $\{c,d\}$ cross when exactly one endpoint of the second lies strictly between the endpoints of the first, and conversely. In terms of ordered endpoints, this means

$$\min(a,b)<\min(c,d)<\max(a,b)<\max(c,d),$$

or the same chain with the two chords exchanged. Because only minima and maxima enter, the order in which a chord's endpoints are written does not matter.

```lean
/-- The chords `{a, b}` and `{c, d}` cross: their ordered endpoints interlace. -/
def Crosses (a b c d : ℕ) : Prop :=
  (min a b < min c d ∧ min c d < max a b ∧ max a b < max c d) ∨
  (min c d < min a b ∧ min a b < max c d ∧ max c d < max a b)
```

The condition consists of comparisons of natural numbers, so it can be decided by evaluation. This allows crossings to be counted.

```lean
instance (a b c d : ℕ) : Decidable (Crosses a b c d) :=
  inferInstanceAs (Decidable (_ ∨ _))
```

Let $c(s)$ be the number of crossing pairs of chords. The restriction $k<l$ counts each pair once.

```lean
/-- The number of pairs of chords `{s(2k), s(2k+1)}` that cross, each pair counted once. -/
def crossings (s : Perm (Fin (n * 2))) : ℕ :=
  (univ.filter fun p : Fin n × Fin n => p.1 < p.2 ∧
    Crosses (s (slotL p.1)) (s (slotR p.1)) (s (slotL p.2)) (s (slotR p.2))).card
```

Let $r(s)$ be the number of chords with $s(2k+1)<s(2k)$, that is, those listed with the larger endpoint first.

```lean
/-- The number of chords listed with their larger endpoint first. -/
def reversals (s : Perm (Fin (n * 2))) : ℕ :=
  (univ.filter fun k : Fin n => s (slotR k) < s (slotL k)).card
```

With these definitions, the results derived below are

$$\operatorname{sgn}(s)=(-1)^{c(s)+r(s)}\quad\text{for every } s,\qquad \operatorname{sgn}(s)=(-1)^{c(s)}\quad\text{if } s(2k)<s(2k+1)\text{ for all }k.$$

## The sign as a product over slots

An inversion of $s$ is a pair of slots $i<j$ with $s(j)<s(i)$. Assign to every ordered pair of slots the factor

$$\varepsilon_{ij}=\begin{cases}-1 & i<j \text{ and } s(j)<s(i),\\ \phantom{-}1 & \text{otherwise.}\end{cases}$$

In Lean this factor is `invSign s i j`. Its values lie in `ℤˣ`, the group $\{1,-1\}$, where Mathlib also places the sign of a permutation.

```lean
/-- The exchange sign of the ordered pair of slots `(i, j)`: `-1` if `i < j` and `s j < s i`, `1`
otherwise. -/
def invSign (s : Perm (Fin (n * 2))) (i j : Fin (n * 2)) : ℤˣ :=
  if i < j ∧ s j < s i then -1 else 1
```

Two facts about products are needed. First, every slot is either $2k$ or $2k+1$ for exactly one $k$, so for any function $f$ with commuting values

$$\prod_{i=0}^{2n-1}f(i)=\prod_{k=0}^{n-1}f(2k)\,f(2k+1).$$

The proof uses Mathlib's bijection `finProdFinEquiv`, which sends $(k,b)$ with $b\in\{0,1\}$ to $2k+b$.

```lean
/-- A product over all slots is a product over chords of the two slot factors. -/
theorem prod_slots {M : Type*} [CommMonoid M] (f : Fin (n * 2) → M) :
    ∏ i, f i = ∏ k : Fin n, f (slotL k) * f (slotR k) := by
  rw [← finProdFinEquiv.prod_comp f, Fintype.prod_prod_type]
  refine Finset.prod_congr rfl fun k _ => ?_
  have h0 : finProdFinEquiv (k, (0 : Fin 2)) = slotL k := Fin.ext (by
    change 0 + 2 * k.val = 2 * k.val
    omega)
  have h1 : finProdFinEquiv (k, (1 : Fin 2)) = slotR k := Fin.ext (by
    change 1 + 2 * k.val = 2 * k.val + 1
    omega)
  rw [Fin.prod_univ_two, h0, h1]
```

Second, a factor $x$ for each object with a property $p$, and a factor 1 for each of the others, multiply to $x$ raised to the number of objects with that property. This converts the counts $c$ and $r$ into products of signs.

```lean
/-- A factor `x` for every object with property `p` multiplies up to a power of `x`. -/
theorem pow_card_filter {M α : Type*} [CommMonoid M] [Fintype α] (x : M)
    (p : α → Prop) [DecidablePred p] :
    x ^ (univ.filter p).card = ∏ a, if p a then x else 1 := by
  rw [← Finset.prod_filter, Finset.prod_const]
```

The sign of a permutation is $-1$ to the number of its inversions. Since $\varepsilon_{ij}=1$ whenever $i\ge j$, the product may run over all ordered pairs:

$$\operatorname{sgn}(s)=\prod_{i<j}\varepsilon_{ij}=\prod_{i}\prod_{j}\varepsilon_{ij}.$$

Mathlib supplies the product over $j>i$. The proof extends it to all $j$ and compares the factors one by one. For $i<j$, injectivity of $s$ leaves only the cases $s(i)<s(j)$ and $s(j)<s(i)$.

```lean
/-- The sign of a permutation is the product of the exchange signs of all ordered pairs of slots. -/
theorem sign_eq_prod_invSign (s : Perm (Fin (n * 2))) :
    Perm.sign s = ∏ i, ∏ j, invSign s i j := by
  rw [Equiv.Perm.sign_eq_prod_prod_Ioi]
  refine Finset.prod_congr rfl fun i _ => ?_
  have hI : Finset.Ioi i = univ.filter (fun j => i < j) := by ext j; simp
  rw [hI, Finset.prod_filter]
  refine Finset.prod_congr rfl fun j _ => ?_
  by_cases h : i < j
  · rcases lt_or_gt_of_ne (s.injective.ne h.ne) with h' | h'
    · simp [invSign, h, h', not_lt_of_ge h'.le]
    · simp [invSign, h, h', not_lt_of_ge h'.le]
  · simp [invSign, h]
```

## Four comparisons between two chords

Let $\{a,b\}$ be listed before $\{c,d\}$, with no endpoint in common. The inversions between them are the pairs in which an endpoint of the second chord is smaller than an endpoint of the first. Write $p\le q$ for the ordered endpoints of the first chord and $u\le v$ for those of the second. There are six arrangements:

| Arrangement | Order | Inversions |
|---|---|---|
| disjoint | $p\le q<u\le v$ | 0 |
| disjoint | $u\le v<p\le q$ | 4 |
| nested | $p<u\le v<q$ | 2 |
| nested | $u<p\le q<v$ | 2 |
| crossing | $p<u<q<v$ | 1 |
| crossing | $u<p<v<q$ | 3 |

The number is odd exactly for the crossing arrangements, so the four signs multiply to $-1$ if the chords cross and to $1$ if they do not.

The Lean proof makes the same case distinction by outcomes of the comparisons. It fixes whether the chords cross, then splits every conditional sign. `omega` excludes the combinations that no ordering of the endpoints can realise together with the assumed crossing or non-crossing, and `decide` multiplies the signs in the rest.

```lean
/-- For two chords without common endpoints, the four exchange signs between them
multiply to `-1` if the chords cross and to `1` otherwise. -/
theorem pair_sign {N : ℕ} (a b c d : Fin N) (hac : a.val ≠ c.val) (had : a.val ≠ d.val)
    (hbc : b.val ≠ c.val) (hbd : b.val ≠ d.val) :
    (if c < a then (-1 : ℤˣ) else 1) * (if d < a then -1 else 1) *
      ((if c < b then -1 else 1) * (if d < b then -1 else 1)) =
      if Crosses a b c d then -1 else 1 := by
  by_cases h : Crosses a b c d
  · rw [if_pos h]
    unfold Crosses at h
    split_ifs <;> first | (exfalso; omega) | decide
  · rw [if_neg h]
    unfold Crosses at h
    split_ifs <;> first | (exfalso; omega) | decide
```

## One block for each pair of chords

Collect the four factors that lead from the slots of chord $k$ to those of chord $l$:

$$B_{kl}=\varepsilon_{2k,2l}\;\varepsilon_{2k,2l+1}\;\varepsilon_{2k+1,2l}\;\varepsilon_{2k+1,2l+1}.$$

There are three cases.

- If $k<l$, then $2k<2k+1<2l<2l+1$. All four factors test a genuine pair $i<j$, and the table gives $B_{kl}=-1$ exactly when the chords cross.
- If $k=l$, the only pair with $i<j$ is $(2k,2k+1)$, so $B_{kk}=-1$ exactly when chord $k$ is reversed.
- If $k>l$, every factor has $i>j$, and $B_{kl}=1$.

The lemma states all three at once, as a crossing sign that is active only for $k<l$ times an orientation sign that is active only for $k=l$. Its proof follows the list through `lt_trichotomy`. In the first case, injectivity of $s$ provides the distinct endpoints that `pair_sign` requires.

```lean
/-- The exchange signs from the slots of chord `k` to those of chord `l` give a crossing
sign if `k < l` and an orientation sign if `k = l`. -/
theorem block_sign (s : Perm (Fin (n * 2))) (k l : Fin n) :
    invSign s (slotL k) (slotL l) * invSign s (slotL k) (slotR l) *
      (invSign s (slotR k) (slotL l) * invSign s (slotR k) (slotR l)) =
    (if k < l ∧ Crosses (s (slotL k)) (s (slotR k)) (s (slotL l)) (s (slotR l))
      then -1 else 1) * (if k = l ∧ s (slotR k) < s (slotL k) then -1 else 1) := by
  have vL : ∀ m : Fin n, (slotL m).val = 2 * m.val := fun _ => rfl
  have vR : ∀ m : Fin n, (slotR m).val = 2 * m.val + 1 := fun _ => rfl
  have hLR : ∀ m : Fin n, slotL m < slotR m := fun m => by
    rw [Fin.lt_def, vL, vR]; omega
  have hRL : ∀ m : Fin n, ¬ slotR m < slotL m := fun m => not_lt_of_ge (hLR m).le
  -- the second slot of an earlier chord precedes the first slot of a later one
  have ord : ∀ p q : Fin n, p < q → slotR p < slotL q := fun p q h => by
    have h' : p.val < q.val := h
    rw [Fin.lt_def, vL, vR]; omega
  rcases lt_trichotomy k l with h | h | h
  · have h3 := ord k l h
    have h1 := (hLR k).trans h3
    have h2 := h1.trans (hLR l)
    have h4 := h3.trans (hLR l)
    have e : ∀ i j, i < j → invSign s i j = if s j < s i then -1 else 1 :=
      fun i j hij => by simp [invSign, hij]
    have ne : ∀ i j, i < j → (s i).val ≠ (s j).val :=
      fun i j hij he => hij.ne (s.injective (Fin.ext he))
    rw [e _ _ h1, e _ _ h2, e _ _ h3, e _ _ h4,
      pair_sign _ _ _ _ (ne _ _ h1) (ne _ _ h2) (ne _ _ h3) (ne _ _ h4)]
    simp [h, h.ne]
  · subst h
    simp [invSign, hLR, hRL]
  · have h3 := ord l k h
    have h1 := (hLR l).trans h3
    have h2 := h3.trans (hLR k)
    have h4 := h1.trans (hLR k)
    simp [invSign, not_lt_of_ge h1.le, not_lt_of_ge h2.le, not_lt_of_ge h3.le,
      not_lt_of_ge h4.le, not_lt_of_ge h.le, h.ne']
```

## Crossings plus reversals

Grouping both products over slots by chords and inserting the blocks gives

$$\operatorname{sgn}(s)=\prod_{k}\prod_{l}B_{kl}=\Big(\prod_{k<l}B_{kl}\Big)\Big(\prod_k B_{kk}\Big)=(-1)^{c(s)}(-1)^{r(s)}.$$

In Lean, `hc` and `hr` write the two powers as products. `prod_slots` is applied to the outer and the inner index, and `block_sign` replaces each block. The last line reduces the product of orientation signs over $l$ to its single term $l=k$.

```lean
/-- For any listing of the chords, the sign of the permutation is `-1` to the number of
crossings plus the number of reversed chords. -/
theorem sign_eq_crossings_add_reversals (s : Perm (Fin (n * 2))) :
    Perm.sign s = (-1) ^ (crossings s + reversals s) := by
  have hc : (-1 : ℤˣ) ^ crossings s = ∏ k : Fin n, ∏ l : Fin n,
      if k < l ∧ Crosses (s (slotL k)) (s (slotR k)) (s (slotL l)) (s (slotR l))
        then -1 else 1 := by
    rw [crossings, pow_card_filter, Fintype.prod_prod_type]
  have hr : (-1 : ℤˣ) ^ reversals s =
      ∏ k : Fin n, if s (slotR k) < s (slotL k) then -1 else 1 := by
    rw [reversals, pow_card_filter]
  rw [pow_add, hc, hr, ← Finset.prod_mul_distrib, sign_eq_prod_invSign, prod_slots]
  refine Finset.prod_congr rfl fun k _ => ?_
  -- collect the exchange signs chord by chord
  rw [prod_slots (invSign s (slotL k)), prod_slots (invSign s (slotR k)),
    ← Finset.prod_mul_distrib, Finset.prod_congr rfl fun l _ => block_sign s k l,
    Finset.prod_mul_distrib]
  congr 1
  by_cases h : s (slotR k) < s (slotL k) <;> simp [h]
```

If every chord is listed with its smaller endpoint first, then $r(s)=0$ and only the crossings remain. The hypothesis `h` is this ordering convention, imposed on each chord separately; the order of the chords among themselves is free.

```lean
/-- Crossing rule: if every chord is listed with its smaller endpoint first, the sign of
the permutation is `-1` to the number of crossing pairs of chords. -/
theorem sign_eq_neg_one_pow_crossings (s : Perm (Fin (n * 2)))
    (h : ∀ k : Fin n, s (slotL k) < s (slotR k)) :
    Perm.sign s = (-1) ^ crossings s := by
  have hr : reversals s = 0 := Finset.card_eq_zero.mpr
    (Finset.filter_eq_empty_iff.mpr fun k _ => not_lt_of_ge (h k).le)
  rw [sign_eq_crossings_add_reversals, hr, add_zero]
```

## The signed product of two-point functions

Let $G$ be antisymmetric, $G(i,j)=-G(j,i)$. For an operator string, $G(i,j)$ with $i<j$ stands for the contraction of $A_i$ with $A_j$ in their original order. The values for $i>j$ are then fixed by antisymmetry, which expresses the sign for exchanging two fermionic operators under a contraction. They need not equal the expectation value of the operators in reversed order.

With $m_k=\min(s(2k),s(2k+1))$ and $M_k=\max(s(2k),s(2k+1))$, each reversed chord gives one minus sign:

$$\prod_k G(s(2k),s(2k+1))=(-1)^{r(s)}\prod_k G(m_k,M_k).$$

Multiplying by the sign of $s$ removes the dependence on orientation:

$$\operatorname{sgn}(s)\prod_k G(s(2k),s(2k+1))=(-1)^{c(s)+2r(s)}\prod_k G(m_k,M_k)=(-1)^{c(s)}\prod_k G(m_k,M_k).$$

The theorem holds for every $s$ and for values of $G$ in any commutative ring `R`, complex numbers included. In the proof, `hk` orients a single chord, `hs` carries the sign formula into `R`, and `h2` cancels the two reversal signs.

```lean
/-- For an antisymmetric two-point function `G`, the signed product of contractions equals
the crossing sign times the product of `G` over chords with ordered endpoints. -/
theorem wick_term {R : Type*} [CommRing R] (G : Fin (n * 2) → Fin (n * 2) → R)
    (hG : ∀ i j, G i j = -G j i) (s : Perm (Fin (n * 2))) :
    ((Perm.sign s : ℤ) : R) * ∏ k : Fin n, G (s (slotL k)) (s (slotR k)) =
      (-1) ^ crossings s * ∏ k : Fin n,
        G (min (s (slotL k)) (s (slotR k))) (max (s (slotL k)) (s (slotR k))) := by
  have hk : ∀ k : Fin n, G (s (slotL k)) (s (slotR k)) =
      (if s (slotR k) < s (slotL k) then -1 else 1) *
        G (min (s (slotL k)) (s (slotR k))) (max (s (slotL k)) (s (slotR k))) := by
    intro k
    split_ifs with h
    · rw [min_eq_right h.le, max_eq_left h.le]
      linear_combination hG (s (slotL k)) (s (slotR k))
    · rw [min_eq_left (not_lt.mp h), max_eq_right (not_lt.mp h), one_mul]
  have h2 : (-1 : R) ^ reversals s * (-1) ^ reversals s = 1 := by
    rw [← mul_pow]; simp
  have hs : ((Perm.sign s : ℤ) : R) = (-1) ^ (crossings s + reversals s) := by
    rw [sign_eq_crossings_add_reversals]; simp
  -- the reversal signs of the permutation and of `G` cancel
  rw [Finset.prod_congr rfl fun k _ => hk k, Finset.prod_mul_distrib,
    ← pow_card_filter (-1 : R) (fun k : Fin n => s (slotR k) < s (slotL k)), hs]
  change _ * ((-1 : R) ^ reversals s * _) = _
  rw [pow_add, mul_assoc, ← mul_assoc ((-1 : R) ^ reversals s), h2, one_mul]
```

This fixes one term of a contraction expansion. That an expectation value equals the sum of such terms, one for each pairing, is Wick's theorem. It holds in free-fermion (Gaussian) states for operators $A_i$ that are linear in creation and annihilation operators, and it is neither assumed nor derived here. For such states and finite strings of such operators, the crossing rule gives the sign factor of each term in the Pfaffian expansion of a correlation function.

## Two and four points

For $n=1$ there is one chord and nothing for it to cross. The identity has $c=r=0$ and sign $+1$; the exchange of the two points has $c=0$, $r=1$ and sign $-1$. In both cases the signed term is $G(0,1)$.

A crossing first becomes possible for $n=2$. The three pairings of four points contribute

$$G(0,1)\,G(2,3)-G(0,2)\,G(1,3)+G(0,3)\,G(1,2).$$

Only the middle term has crossing chords; in the last one they are nested. The middle pairing is listed by the permutation that exchanges positions 1 and 2, which gives $s=(0,2,1,3)$. Direct evaluation confirms that both of its chords have ordered endpoints and that there is exactly one crossing, so the rule for ordered chords includes a case with sign $-1$.

```lean
/-- Exchanging the two middle points of four gives two chords with ordered endpoints
and exactly one crossing. -/
theorem crossing_witness :
    (∀ k : Fin 2, (swap (slotR (0 : Fin 2)) (slotL 1)) (slotL k) <
      (swap (slotR (0 : Fin 2)) (slotL 1)) (slotR k)) ∧
    crossings (n := 2) (swap (slotR 0) (slotL 1)) = 1 := by
  decide

end WickCrossingRule
```

```lean
#print axioms WickCrossingRule.sign_eq_neg_one_pow_crossings
-- 'WickCrossingRule.sign_eq_neg_one_pow_crossings' depends on axioms: [propext, Classical.choice, Quot.sound]
#print axioms WickCrossingRule.wick_term
-- 'WickCrossingRule.wick_term' depends on axioms: [propext, Classical.choice, Quot.sound]
```
